# Multiplying an unnormalised Cartesian Gaussian by x_j² raises its power of x_j by two

In electronic-structure theory, a Cartesian Gaussian is a product of powers of the coordinates times exp(−a|x|²), here centred at the origin in d dimensions, with any real a and no normalisation. The theorem `sq_mul_gto` says that multiplying such a function by x_j² gives the Gaussian with the same exponent a and with the power k_j replaced by k_j + 2. The attempt writes x_j² as a product over all coordinates in `h1`, uses this in `h2` to split the product with the raised powers, and leaves the rest to `ring`.

An attempt in Lean 4 with a fault in it:

```lean
import Mathlib

open MeasureTheory

namespace SqMulGto

noncomputable section

variable {d : ℕ} {a : ℝ}

/-- The squared distance from the origin in `d` dimensions. -/
def radiusSq (x : Fin d → ℝ) : ℝ := ∑ i, x i ^ 2

/-- The unnormalised Cartesian Gaussian with exponent `a` and powers `k i`. -/
def gto (a : ℝ) (k : Fin d → ℕ) (x : Fin d → ℝ) : ℝ :=
  (∏ i, x i ^ k i) * Real.exp (-a * radiusSq x)

/-- Multiplying a Cartesian Gaussian by `x_j²` raises its `j`-th power by two. -/
theorem sq_mul_gto (k : Fin d → ℕ) (j : Fin d) (x : Fin d → ℝ) :
    x j ^ 2 * gto a k x = gto a (k + Pi.single j 2) x := by
  have h1 : ∏ i, x i ^ (Pi.single j 2 : Fin d → ℕ) i = x j ^ 2 := by
    rw [Finset.prod_eq_single j]
    · simp
    · intro i _ hi
      simp [hi]
    · simp
  have h2 : ∏ i, x i ^ (k + Pi.single j 2) i = (∏ i, x i ^ k i) * x j ^ 2 := by
    rw [← h1, ← Finset.prod_mul_distrib]
    exact Finset.prod_congr rfl fun i _ => pow_add _ _ _
  unfold gto
  rw [h2]
  ring

end

end SqMulGto
```

Compiling this gives:

```
Main.lean:27:23: error: Function expected at
  k + Pi.single j 2
but this term has type
  ?m.136

Note: Expected a function because this term is being applied to the argument
  i
```

The message says that Lean can't apply `k + Pi.single j 2` to `i`, because it doesn't yet know that the sum is a function: its type is still the unknown `?m.136`. In `h2` the sum stands at the head of an application, where nothing around it says what type it should have, and `Pi.single j 2` alone doesn't settle the type of its values. The same sum is accepted in the theorem's statement because there it is an argument of `gto`, which expects a `Fin d → ℕ`.

The repair writes that type into `h2`, as `(k + Pi.single j 2 : Fin d → ℕ)`, so Lean knows the sum is a function before applying it to `i`.

The other change gives `pow_add` its base `x i` and first exponent `k i` outright, where the attempt left them for Lean to infer. No message concerns that line, so nothing here shows that it needed changing.

The mended proof, as a diff:

```diff
@@ -25,7 +25,7 @@
       simp [hi]
     · simp
-  have h2 : ∏ i, x i ^ (k + Pi.single j 2) i = (∏ i, x i ^ k i) * x j ^ 2 := by
+  have h2 : ∏ i, x i ^ (k + Pi.single j 2 : Fin d → ℕ) i = (∏ i, x i ^ k i) * x j ^ 2 := by
     rw [← h1, ← Finset.prod_mul_distrib]
-    exact Finset.prod_congr rfl fun i _ => pow_add _ _ _
+    exact Finset.prod_congr rfl fun i _ => pow_add (x i) (k i) _
   unfold gto
   rw [h2]
```
